# The dot product of two real vectors is at most the product of their lengths

The lemma is the Cauchy-Schwarz inequality for real vectors with finitely many components: `v ⬝ᵥ w` is at most `len v * len w`, where `len v` is the square root of `v ⬝ᵥ v`. The vectors need not be normalised; if both have unit length, the bound says that their overlap is at most 1. The proof unfolds `len` and tries to merge the two square roots into one. It then means to reduce the claim to the squared inequality, which Mathlib has for finite sums as `Finset.sum_mul_sq_le_sq_mul_sq`.

This version doesn't compile in Lean 4 with Mathlib:

```lean
import Mathlib

open Matrix

namespace NormalEquationsConditioning

noncomputable section

variable {m n ι : Type*} [Fintype m] [Fintype n] [Fintype ι]

/-- The Euclidean length of a real vector. -/
def len (v : ι → ℝ) : ℝ := √(v ⬝ᵥ v)

/-- The Cauchy-Schwarz inequality for the dot product. -/
theorem dot_le_len_mul_len (v w : ι → ℝ) : v ⬝ᵥ w ≤ len v * len w := by
  unfold len
  rw [← Real.sqrt_mul (Finset.sum_nonneg fun i _ => mul_self_nonneg (v i))]
  refine (le_abs_self _).trans (Real.abs_le_sqrt ?_)
  have h := Finset.sum_mul_sq_le_sq_mul_sq Finset.univ v w
  simpa only [dotProduct, pow_two] using h

end

end NormalEquationsConditioning
```

The compiler's answer:

```
Main.lean:17:6: error: Tactic `rewrite` failed: Did not find an occurrence of the pattern
  √(∑ i ∈ ?m.24, v i * v i) * √?y
in the target expression
  v ⬝ᵥ w ≤ √(v ⬝ᵥ v) * √(w ⬝ᵥ w)

ι : Type u_3
inst✝ : Fintype ι
v w : ι → ℝ
⊢ v ⬝ᵥ w ≤ √(v ⬝ᵥ v) * √(w ⬝ᵥ w)
```

Diagnosis. The error says that `rw` found no product of the form `√(∑ i ∈ ?m.24, v i * v i) * √?y` in the goal. Used from right to left, `Real.sqrt_mul` looks for `√x * √?y`, where `x` is whatever the supplied proof shows to be nonnegative. Here that proof is `Finset.sum_nonneg …`, given with no stated type, so `x` became an explicit sum, over a finite set not yet determined. The goal has `√(v ⬝ᵥ v)` instead. The dot product is by definition such a sum, but `rw` does not unfold `dotProduct` when it searches for its pattern.

The repair first states the nonnegativity as `hv : 0 ≤ v ⬝ᵥ v`. The same proof term is accepted for it, because checking a term against a stated type can unfold `dotProduct`, and this also settles the set summed over. With `hv`, the pattern becomes `√(v ⬝ᵥ v) * √?y`, which occurs in the goal as written.

The repair, with which the file compiles:

```diff
@@ -15,5 +15,6 @@
 theorem dot_le_len_mul_len (v w : ι → ℝ) : v ⬝ᵥ w ≤ len v * len w := by
   unfold len
-  rw [← Real.sqrt_mul (Finset.sum_nonneg fun i _ => mul_self_nonneg (v i))]
+  have hv : 0 ≤ v ⬝ᵥ v := Finset.sum_nonneg fun i _ => mul_self_nonneg (v i)
+  rw [← Real.sqrt_mul hv]
   refine (le_abs_self _).trans (Real.abs_le_sqrt ?_)
   have h := Finset.sum_mul_sq_le_sq_mul_sq Finset.univ v w
```
